# With three or more momenta per axis, a Lipschitz response in the mean cosine is local up to \(K/\sqrt{2d}\) on average

Take a periodic hypercubic grid with \(L\ge 3\) momenta on each of \(d\ge 1\) axes, and let \(X(k)\) be the mean of the cosines of the momentum components. If a real response \(F\) is \(K\)-Lipschitz on \([-1,1]\), then

\[
\big\langle\, |F(X(k))-F(0)| \,\big\rangle \;\le\; \frac{K}{\sqrt{2d}},
\]

where \(\langle\cdot\rangle\) is the average over all \(L^d\) grid momenta.

## Momentum dependence through a single number

In the large-dimension limit used in dynamical mean-field theory, the momentum dependence of a lattice susceptibility on the hypercubic lattice can enter through the factor \(X\) alone. In that limit the intersite contribution drops out at \(X=0\), so \(F(0)\) is called the local value. In finite \(d\) it generally differs from the on-site susceptibility, which is the momentum average \(\langle F(X(k))\rangle\); by the bound above, the two differ by at most \(K/\sqrt{2d}\). The bound says how close a response of this form is to its local value on a finite grid; the form itself is assumed, and is not derived from a Hubbard model.

The statement concerns typical momenta. At zero momentum \(X=1\) in every dimension, so the response there need not approach \(F(0)\).

The Lipschitz condition says that the response changes at a bounded rate as \(X\) varies. An ordering instability, where a susceptibility diverges at some \(X\) in \([-1,1]\), violates it.

## The statement in Lean's terms

A grid momentum is a function `k : Fin d → Fin L`. Its entries are integer labels \(k_i\in\{0,\dots,L-1\}\), with \(i=0,\dots,d-1\), and `momentum` turns a label into the angle \(2\pi k_i/L\). Thus `cosMean k` is

\[
X(k)=\frac1d\sum_{i=0}^{d-1}\cos\frac{2\pi k_i}{L},
\]

and `gridAverage f` is the sum of \(f\) over all labels divided by \(L^d\). The lattice spacing is one.

The main theorem is `average_deviation_le`. Its hypothesis `LipschitzOnWith K F (Set.Icc (-1) 1)` has a nonnegative constant `K : NNReal` and restricts \(F\) only on \([-1,1]\). Three further results accompany it; the first two follow from it, and the third from the same estimate of \(\langle|X|\rangle\):

- `fraction_deviating_le`: for \(\varepsilon>0\), the fraction of momenta with \(|F(X(k))-F(0)|\ge\varepsilon\) is at most \(K/(\varepsilon\sqrt{2d})\).
- `tendsto_average_deviation`: for fixed \(F\) and \(K\), the average deviation tends to zero as \(d\to\infty\), even if the grid size \(L(d)\ge3\) changes with \(d\).
- `susceptibility_deviation_le`: for \(F(x)=1/(a+bx)\) with \(|b|<a\), the constant \(K\) may be replaced by \(|b|/(a(a-|b|))\). Here \(1/a\) is the local value \(F(0)\), and \(b\) gives the sign and strength of the intersite coupling; \(|b|<a\) keeps the denominator positive for all \(X\) in \([-1,1]\), away from an instability.

Complex, frequency-dependent responses and responses that depend on \(k\) other than through \(X\) are not treated.

## From cosine sums to the bound

**Harmonics.** Let \(0<m<L\) and \(\theta=2\pi m/L\). Since

\[
2\sin\tfrac{\theta}{2}\cos(n\theta)=\sin\!\big(n\theta+\tfrac{\theta}{2}\big)-\sin\!\big(n\theta-\tfrac{\theta}{2}\big),
\]

the sum over \(n=0,\dots,L-1\) telescopes to \(\sin(L\theta-\theta/2)+\sin(\theta/2)\). This is zero because \(L\theta=2\pi m\). As \(\sin(\theta/2)=\sin(\pi m/L)>0\), the cosine sum itself vanishes.

**One axis.** Write \(c_n=\cos(2\pi n/L)\). For \(L\ge3\) both \(m=1\) and \(m=2\) are allowed, so

\[
\sum_n c_n=0,\qquad \sum_n c_n^2=\sum_n\frac{1+\cos(4\pi n/L)}{2}=\frac L2 .
\]

**All axes.** Expand the square of \(\sum_i c_{k_i}\) and sum over \(k\). A term with \(i\ne j\) gives \(L^{d-2}\big(\sum_n c_n\big)^2=0\). Each of the \(d\) diagonal terms gives \(L^{d-1}\cdot L/2\). Hence

\[
\sum_k\Big(\sum_i c_{k_i}\Big)^2=\frac{d\,L^d}{2},\qquad \langle X^2\rangle=\frac{1}{d^2L^d}\cdot\frac{d\,L^d}{2}=\frac1{2d}.
\]

**The response.** Cauchy–Schwarz gives \(\langle|X|\rangle\le\sqrt{\langle X^2\rangle}=1/\sqrt{2d}\). Since \(|X|\le1\), the Lipschitz condition applies between \(X(k)\) and \(0\), so \(|F(X(k))-F(0)|\le K|X(k)|\). Averaging gives the result.

**The further results.** The indicator of a deviation of at least \(\varepsilon\) is at most the deviation divided by \(\varepsilon\), which gives the fraction. The limit follows from \(K/\sqrt{2d}\to0\). For the susceptibility and \(|x|\le1\),

\[
\left|\frac1{a+bx}-\frac1a\right|=\frac{|b||x|}{a(a+bx)}\le\frac{|b|}{a(a-|b|)}\,|x| .
\]

## Nine momenta by hand

Take \(L=3\), \(d=2\). The cosines on one axis are \(1,-\tfrac12,-\tfrac12\), so \(X=1\) once, \(X=\tfrac14\) four times and \(X=-\tfrac12\) four times. Then \(\langle X^2\rangle=(1+\tfrac14+1)/9=\tfrac14\), as expected, and \(\langle|X|\rangle=(1+1+2)/9=\tfrac49\), below the bound \(\tfrac12\).

For \(F(x)=1/(2+x)\) the deviations from \(F(0)=\tfrac12\) are \(\tfrac16\), \(\tfrac1{18}\) and \(\tfrac16\) in the same order. Their average is \(19/162\approx0.117\); the susceptibility bound is \(\tfrac12\cdot\tfrac12=0.25\).

## The complete file

```lean
import Mathlib

open Real Filter Topology

namespace LargeDimensionResponse

noncomputable section

/-- The `n`-th allowed momentum component `2πn/L` on a periodic axis of `L ≥ 1` sites. -/
def momentum {L : ℕ} (n : Fin L) : ℝ := 2 * π * ((n : ℕ) : ℝ) / L

/-- The hypercubic momentum factor `X(k) = (1/d) ∑ᵢ cos kᵢ`, for `d ≥ 1`. -/
def cosMean {L d : ℕ} (k : Fin d → Fin L) : ℝ :=
  (∑ i, Real.cos (momentum (k i))) / d

/-- The average of `f` over the `L^d` momenta of the grid, for `L ≥ 1`. -/
def gridAverage {L d : ℕ} (f : (Fin d → Fin L) → ℝ) : ℝ :=
  (∑ k, f k) / (L : ℝ) ^ d

/-- The `m`-th cosine harmonic sums to zero over the momenta of one axis when `0 < m < L`. -/
theorem sum_cos_harmonic {L m : ℕ} (hm : 0 < m) (hmL : m < L) :
    ∑ n : Fin L, Real.cos ((m : ℝ) * momentum n) = 0 := by
  have hL : (0 : ℝ) < L := by exact_mod_cast hm.trans hmL
  have hm' : (0 : ℝ) < m := by exact_mod_cast hm
  have hlt : (m : ℝ) / L < 1 := (div_lt_one hL).2 (by exact_mod_cast hmL)
  obtain ⟨θ, hθ⟩ : ∃ θ : ℝ, θ = 2 * π * m / L := ⟨_, rfl⟩
  have hs : ∑ n : Fin L, Real.cos ((m : ℝ) * momentum n)
      = ∑ n ∈ Finset.range L, Real.cos ((n : ℝ) * θ) := by
    rw [← Fin.sum_univ_eq_sum_range (fun n : ℕ => Real.cos ((n : ℝ) * θ))]
    refine Finset.sum_congr rfl fun n _ => ?_
    congr 1
    rw [hθ, momentum]
    ring
  -- multiplication by `2 sin (θ/2)` makes the sum telescope
  have key : ∀ N : ℕ, 2 * Real.sin (θ / 2) * ∑ n ∈ Finset.range N, Real.cos ((n : ℝ) * θ)
      = Real.sin ((N : ℝ) * θ - θ / 2) + Real.sin (θ / 2) := by
    intro N
    induction N with
    | zero => simp
    | succ N ih =>
      have e : ((N + 1 : ℕ) : ℝ) * θ - θ / 2 = (N : ℝ) * θ + θ / 2 := by
        push_cast
        ring
      rw [Finset.sum_range_succ, mul_add, ih, e, Real.sin_add, Real.sin_sub]
      ring
  have hfull : (L : ℝ) * θ = (m : ℝ) * (2 * π) := by
    rw [hθ, mul_div_cancel₀ _ hL.ne']
    ring
  have hhalf : θ / 2 = π * ((m : ℝ) / L) := by
    rw [hθ]
    ring
  have hsin : 0 < Real.sin (θ / 2) := by
    rw [hhalf]
    exact Real.sin_pos_of_pos_of_lt_pi (by positivity) (by nlinarith [Real.pi_pos])
  have h := key L
  rw [hfull, Real.sin_nat_mul_two_pi_sub, neg_add_cancel] at h
  rw [hs]
  exact (mul_eq_zero.1 h).resolve_left (by positivity)

/-- If a function `c` of one momentum component sums to zero over its axis, then `L` times the grid
sum of `(∑ᵢ c(kᵢ))²` equals `d L^d ∑ₙ c(n)²`: the cross terms between axes cancel. -/
theorem sum_sq_of_centered {L : ℕ} (c : Fin L → ℝ) (h0 : ∑ n, c n = 0) (d : ℕ) :
    (L : ℝ) * ∑ k : Fin d → Fin L, (∑ i, c (k i)) ^ 2 = d * (L : ℝ) ^ d * ∑ n, c n ^ 2 := by
  induction d with
  | zero => simp
  | succ d ih =>
    -- split off the first momentum component
    have hsplit : ∑ k : Fin (d + 1) → Fin L, (∑ i, c (k i)) ^ 2
        = ∑ a : Fin L, ∑ k : Fin d → Fin L, (c a + ∑ i, c (k i)) ^ 2 := by
      rw [← (Fin.consEquiv (fun _ : Fin (d + 1) => Fin L)).sum_comp, Fintype.sum_prod_type]
      refine Finset.sum_congr rfl fun a _ => Finset.sum_congr rfl fun k _ => ?_
      simp [Fin.consEquiv, Fin.sum_univ_succ]
    have hexp : ∑ a : Fin L, ∑ k : Fin d → Fin L, (c a + ∑ i, c (k i)) ^ 2
        = (L : ℝ) ^ d * ∑ a, c a ^ 2
          + 2 * (∑ a, c a) * (∑ k : Fin d → Fin L, ∑ i, c (k i))
          + L * ∑ k : Fin d → Fin L, (∑ i, c (k i)) ^ 2 := by
      simp only [add_sq, Finset.sum_add_distrib, Finset.sum_const, Finset.card_univ,
        Fintype.card_fun, Fintype.card_fin, nsmul_eq_mul, Nat.cast_pow,
        ← Finset.mul_sum, ← Finset.sum_mul]
    rw [hsplit, hexp, h0]
    push_cast
    linear_combination (L : ℝ) * ih

/-- For `L ≥ 3` and `d ≥ 1` the grid average of `|X(k)|` is at most `1/√(2d)`. -/
theorem average_abs_cosMean_le {L d : ℕ} (hL : 3 ≤ L) (hd : 1 ≤ d) :
    gridAverage (fun k : Fin d → Fin L => |cosMean k|) ≤ 1 / √(2 * d) := by
  have hL0 : (0 : ℝ) < L := by exact_mod_cast (by omega : 0 < L)
  have hd0 : (0 : ℝ) < d := by exact_mod_cast (by omega : 0 < d)
  have h1 : ∑ n : Fin L, Real.cos (momentum n) = 0 := by
    simpa using sum_cos_harmonic (L := L) (m := 1) (by omega) (by omega)
  have h2 : ∑ n : Fin L, Real.cos (2 * momentum n) = 0 := by
    exact_mod_cast sum_cos_harmonic (L := L) (m := 2) (by omega) (by omega)
  have hc : ∑ n : Fin L, Real.cos (momentum n) ^ 2 = L / 2 := by
    simp only [Real.cos_sq, Finset.sum_add_distrib, ← Finset.sum_div, h2, Finset.sum_const,
      Finset.card_univ, Fintype.card_fin, nsmul_eq_mul]
    ring
  have h3 := sum_sq_of_centered (fun n : Fin L => Real.cos (momentum n)) h1 d
  simp only [hc] at h3
  have hS : ∑ k : Fin d → Fin L, (∑ i, Real.cos (momentum (k i))) ^ 2
      = d * (L : ℝ) ^ d / 2 := by
    apply mul_left_cancel₀ hL0.ne'
    linear_combination h3
  have hX : ∑ k : Fin d → Fin L, cosMean k ^ 2 = (L : ℝ) ^ d / (2 * d) := by
    simp only [cosMean, div_pow, ← Finset.sum_div, hS]
    field_simp
  -- Cauchy-Schwarz bounds the mean modulus by the root mean square
  have hcs := sq_sum_le_card_mul_sum_sq (s := Finset.univ)
    (f := fun k : Fin d → Fin L => |cosMean k|)
  simp only [sq_abs, Finset.card_univ, Fintype.card_fun, Fintype.card_fin, Nat.cast_pow,
    hX] at hcs
  have hsq : (gridAverage (fun k : Fin d → Fin L => |cosMean k|)) ^ 2 ≤ 1 / (2 * d) := by
    rw [gridAverage, div_pow, div_le_iff₀ (by positivity)]
    refine hcs.trans (le_of_eq ?_)
    ring
  have h := Real.abs_le_sqrt hsq
  rw [Real.sqrt_div (by norm_num : (0 : ℝ) ≤ 1), Real.sqrt_one] at h
  exact (le_abs_self _).trans h

/-- A pointwise bound `f ≤ a g` on the grid passes to the averages. -/
lemma gridAverage_le_mul {L d : ℕ} {f g : (Fin d → Fin L) → ℝ} {a : ℝ}
    (h : ∀ k, f k ≤ a * g k) : gridAverage f ≤ a * gridAverage g := by
  rw [gridAverage, gridAverage, ← mul_div_assoc, Finset.mul_sum]
  exact div_le_div_of_nonneg_right (Finset.sum_le_sum fun k _ => h k) (by positivity)

/-- If `|F(x) - F(0)| ≤ K|x|` on `[-1,1]`, then for `L ≥ 3` and `d ≥ 1` the grid average of
`|F(X(k)) - F(0)|` is at most `K/√(2d)`. -/
theorem average_deviation_le_of_linear_bound {L d : ℕ} (hL : 3 ≤ L) (hd : 1 ≤ d)
    {F : ℝ → ℝ} {K : ℝ} (hF : ∀ x ∈ Set.Icc (-1 : ℝ) 1, |F x - F 0| ≤ K * |x|) :
    gridAverage (fun k : Fin d → Fin L => |F (cosMean k) - F 0|) ≤ K / √(2 * d) := by
  have hK : 0 ≤ K := by
    have h := (abs_nonneg _).trans (hF 1 (by norm_num))
    simpa using h
  have hX : ∀ k : Fin d → Fin L, |cosMean k| ≤ 1 := by
    intro k
    rw [cosMean, abs_div, Nat.abs_cast]
    refine div_le_one_of_le₀ ((Finset.abs_sum_le_sum_abs _ _).trans ?_) (Nat.cast_nonneg d)
    refine (Finset.sum_le_sum fun i _ => Real.abs_cos_le_one (momentum (k i))).trans ?_
    simp
  refine (gridAverage_le_mul fun k => hF _ (abs_le.1 (hX k))).trans ?_
  refine (mul_le_mul_of_nonneg_left (average_abs_cosMean_le hL hd) hK).trans (le_of_eq ?_)
  ring

/-- For a `K`-Lipschitz response `F` on `[-1,1]`, `L ≥ 3` and `d ≥ 1`, the grid average of
the deviation `|F(X(k)) - F(0)|` from the local value is at most `K/√(2d)`. -/
theorem average_deviation_le {L d : ℕ} (hL : 3 ≤ L) (hd : 1 ≤ d) {F : ℝ → ℝ} {K : NNReal}
    (hF : LipschitzOnWith K F (Set.Icc (-1) 1)) :
    gridAverage (fun k : Fin d → Fin L => |F (cosMean k) - F 0|) ≤ K / √(2 * d) := by
  refine average_deviation_le_of_linear_bound hL hd fun x hx => ?_
  have h := hF.dist_le_mul x hx 0 (by norm_num)
  rwa [Real.dist_eq, Real.dist_eq, sub_zero] at h

/-- For a `K`-Lipschitz response on `[-1,1]`, `L ≥ 3`, `d ≥ 1` and `ε > 0`, the fraction of
momenta whose response differs from `F(0)` by at least `ε` is at most `K/(ε√(2d))`. -/
theorem fraction_deviating_le {L d : ℕ} (hL : 3 ≤ L) (hd : 1 ≤ d) {F : ℝ → ℝ} {K : NNReal}
    (hF : LipschitzOnWith K F (Set.Icc (-1) 1)) {ε : ℝ} (hε : 0 < ε) :
    gridAverage (fun k : Fin d → Fin L => if ε ≤ |F (cosMean k) - F 0| then (1 : ℝ) else 0)
      ≤ K / (ε * √(2 * d)) := by
  have hpt : ∀ k : Fin d → Fin L, (if ε ≤ |F (cosMean k) - F 0| then (1 : ℝ) else 0)
      ≤ ε⁻¹ * |F (cosMean k) - F 0| := by
    intro k
    split_ifs with h
    · rw [← inv_mul_cancel₀ hε.ne']
      exact mul_le_mul_of_nonneg_left h (by positivity)
    · positivity
  refine (gridAverage_le_mul hpt).trans ?_
  refine (mul_le_mul_of_nonneg_left (average_deviation_le hL hd hF)
    (by positivity)).trans (le_of_eq ?_)
  rw [← div_div, inv_mul_eq_div, div_right_comm]

/-- For a Lipschitz response on `[-1,1]` the average deviation from the local value vanishes
as `d → ∞`, for any choice of grid sizes `L(d) ≥ 3`. -/
theorem tendsto_average_deviation (L : ℕ → ℕ) (hL : ∀ d, 3 ≤ L d) {F : ℝ → ℝ} {K : NNReal}
    (hF : LipschitzOnWith K F (Set.Icc (-1) 1)) :
    Tendsto (fun d : ℕ => gridAverage (fun k : Fin d → Fin (L d) => |F (cosMean k) - F 0|))
      atTop (𝓝 0) := by
  have hden : Tendsto (fun d : ℕ => √(2 * (d : ℝ))) atTop atTop :=
    Real.tendsto_sqrt_atTop.comp
      (tendsto_natCast_atTop_atTop.const_mul_atTop (by norm_num : (0 : ℝ) < 2))
  have hlim : Tendsto (fun d : ℕ => (K : ℝ) / √(2 * (d : ℝ))) atTop (𝓝 0) :=
    tendsto_const_nhds.div_atTop hden
  refine squeeze_zero' (Eventually.of_forall fun d => ?_) ?_ hlim
  · exact div_nonneg (Finset.sum_nonneg fun k _ => abs_nonneg _) (by positivity)
  · filter_upwards [eventually_ge_atTop 1] with d hd
    exact average_deviation_le (hL d) hd hF

/-- For a susceptibility `1/(a + b X(k))` with `|b| < a`, `L ≥ 3` and `d ≥ 1`, the average
deviation from `1/a` is at most `|b|/(a(a - |b|))` divided by `√(2d)`. -/
theorem susceptibility_deviation_le {L d : ℕ} (hL : 3 ≤ L) (hd : 1 ≤ d) {a b : ℝ}
    (hab : |b| < a) :
    gridAverage (fun k : Fin d → Fin L => |1 / (a + b * cosMean k) - 1 / a|)
      ≤ |b| / (a * (a - |b|)) / √(2 * d) := by
  have ha : 0 < a := (abs_nonneg b).trans_lt hab
  have hgap : 0 < a - |b| := sub_pos.2 hab
  have h := average_deviation_le_of_linear_bound (L := L) hL hd
    (F := fun x => 1 / (a + b * x)) (K := |b| / (a * (a - |b|))) (by
      intro x hx
      simp only [mul_zero, add_zero]
      have hbx : |b * x| ≤ |b| := by
        rw [abs_mul]
        exact mul_le_of_le_one_right (abs_nonneg b) (abs_le.2 hx)
      -- the denominator is at least the gap `a - |b|`
      have hle : a - |b| ≤ a + b * x := by linarith [neg_abs_le (b * x)]
      have hpos : 0 < a + b * x := hgap.trans_le hle
      have e : 1 / (a + b * x) - 1 / a = -(b * x) / (a * (a + b * x)) := by
        rw [div_sub_div _ _ hpos.ne' ha.ne']
        congr 1 <;> ring
      rw [e, abs_div, abs_neg, abs_mul b x, abs_of_pos (mul_pos ha hpos), div_mul_eq_mul_div]
      exact div_le_div_of_nonneg_left (by positivity) (mul_pos ha hgap)
        (mul_le_mul_of_nonneg_left hle ha.le))
  simp only [mul_zero, add_zero] at h
  exact h

/-- On the two-point grid in one dimension the average of `|X(k)|` exceeds `1/√2`. -/
theorem two_point_grid_violates_bound :
    1 / √2 < gridAverage (fun k : Fin 1 → Fin 2 => |cosMean k|) := by
  have hcos : ∀ n : Fin 2, |Real.cos (momentum n)| = 1 := by
    intro n
    fin_cases n
    · simp [momentum]
    · have hp : momentum (1 : Fin 2) = π := by simp [momentum]
      change |Real.cos (momentum (1 : Fin 2))| = 1
      rw [hp]
      simp
  have hX : ∀ k : Fin 1 → Fin 2, |cosMean k| = 1 := by
    intro k
    have hk : cosMean k = Real.cos (momentum (k 0)) := by simp [cosMean]
    rw [hk, hcos]
  have havg : gridAverage (fun k : Fin 1 → Fin 2 => |cosMean k|) = 1 := by
    simp [gridAverage, hX]
  rw [havg, div_lt_one (by positivity), Real.lt_sqrt (by norm_num)]
  norm_num

end

end LargeDimensionResponse
```

```lean
#print axioms LargeDimensionResponse.fraction_deviating_le
-- 'LargeDimensionResponse.fraction_deviating_le' depends on axioms: [propext, Classical.choice, Quot.sound]
#print axioms LargeDimensionResponse.tendsto_average_deviation
-- 'LargeDimensionResponse.tendsto_average_deviation' depends on axioms: [propext, Classical.choice, Quot.sound]
#print axioms LargeDimensionResponse.susceptibility_deviation_le
-- 'LargeDimensionResponse.susceptibility_deviation_le' depends on axioms: [propext, Classical.choice, Quot.sound]
#print axioms LargeDimensionResponse.two_point_grid_violates_bound
-- 'LargeDimensionResponse.two_point_grid_violates_bound' depends on axioms: [propext, Classical.choice, Quot.sound]
```

## How the lemmas carry the argument

`sum_cos_harmonic` proves the telescoped identity `key` by induction on the number of terms, then cancels the positive factor \(2\sin(\theta/2)\).

`sum_sq_of_centered` removes the cross terms for any single-axis function with zero sum. Where the derivation above expands a double sum over axes, Lean uses induction on \(d\): `hsplit` separates the first momentum component from the others, and `hexp` expands the square. The cross term carries the factor \(\sum_a c(a)\), which `h0` sets to zero. Both sides of the lemma carry an extra factor \(L\), which avoids the power \(L^{d-1}\).

`average_abs_cosMean_le` combines these results. Its steps `h1` and `h2` are the first and second harmonics, `hc` is the single-axis sum \(L/2\), and `hX` is the second moment before division by \(L^d\). Cauchy–Schwarz enters as `sq_sum_le_card_mul_sum_sq`, and `Real.abs_le_sqrt` takes the root.

`gridAverage_le_mul` passes a pointwise inequality to the averages. With it, `average_deviation_le_of_linear_bound` proves the estimate from the weaker assumption \(|F(x)-F(0)|\le K|x|\) on \([-1,1]\). The Lipschitz theorem follows by taking \(0\) as the second point. The susceptibility theorem uses the linear bound directly, which for \(b\ne0\) gives a smaller constant than the Lipschitz constant \(|b|/(a-|b|)^2\).

`fraction_deviating_le` checks the indicator inequality case by case. `tendsto_average_deviation` squeezes the average between zero and \(K/\sqrt{2d}\), using the upper bound from \(d=1\) onwards.

Finally, `two_point_grid_violates_bound` takes \(L=2\), \(d=1\). The angles are \(0\) and \(\pi\), so \(|X|=1\) at both points and the average exceeds \(1/\sqrt2\). With \(F(x)=x\) and \(K=1\), this shows that \(L\ge3\) cannot be weakened to \(L\ge2\) in a bound meant for every \(d\ge1\). The second harmonic is what fails: \(\cos(2\cdot0)+\cos(2\pi)=2\).
